# A torque-free rigid symmetric top turns at constant rates about its angular momentum and its figure axis

Q: Suppose I simulate a rigid symmetric-top molecule by classical mechanics and hold its body angular velocity fixed during each time step. The orientation remains a rotation, but the angular momentum in space changes although no torque acts, unless the molecule happens to spin about a principal axis. You say a closed formula avoids this. What is it?

A: Let the principal moments be $A, A, C$, let $L$ be the angular momentum in space, and let the rotation $R$ take body components to space components. Write $[v]$ for the matrix of the cross product with $v$, and $e_3$ for the figure axis in the body. From an initial orientation $R_0$ the motion is

$$R(t)=e^{t[L]/A}\,R_0\,e^{tc[e_3]},\qquad c=(L\cdot R_0e_3)\left(\frac1C-\frac1A\right).$$

Q: Derive it before you show me any code.

A: The body angular velocity $w$ is defined by $R'=R[w]$. With $I=\mathrm{diag}(A,A,C)$, the angular momentum in space is $RIw$. Put $m=R^TL$, with components numbered 0, 1, 2 as in Lean, so that $m_2=L\cdot Re_3$. Then $RIw=L$ means $Iw=m$, or

$$w=\left(\frac{m_0}{A},\frac{m_1}{A},\frac{m_2}{C}\right)=\frac{R^TL}{A}+(L\cdot Re_3)\left(\frac1C-\frac1A\right)e_3 .$$

A proper rotation preserves cross products, so $L\times Rx=R(R^TL\times x)$ for every $x$, which is $[L]R=R[R^TL]$. Differentiating the path gives

$$R'=\frac{[L]}{A}R+cR[e_3]=R\left[\frac{R^TL}{A}+c\,e_3\right].$$

So $w=R^TL/A+c\,e_3$. This is the velocity required above if $L\cdot Re_3$ keeps its initial value. It does: $e^{tc[e_3]}$ fixes $e_3$, and the transpose of $e^{t[L]/A}$ fixes $L$, so $L\cdot Re_3=L\cdot R_0e_3$. Hence $RIw=L$ at all times.

Q: Now the formal version. What are its orientations and velocities?

A: Orientations are real 3 × 3 matrices. The file first fixes a matrix norm for the derivatives; in finite dimension another norm would give the same ones.

```lean
import Mathlib

open Matrix

namespace FreeSymmetricTop

noncomputable section

attribute [local instance] Matrix.linftyOpNormedRing Matrix.linftyOpNormedAlgebra

/-- Real 3 × 3 matrices. -/
abbrev Mat3 := Matrix (Fin 3) (Fin 3) ℝ
```

`hat v` is $[v]$, `axis3` is $e_3$, whose nonzero component has index 2, and `inertia A C` is $I$.

```lean
/-- The matrix of the cross product with `v`, written `[v]` in mechanics. -/
def hat (v : Fin 3 → ℝ) : Mat3 :=
  !![0, -v 2, v 1; v 2, 0, -v 0; -v 1, v 0, 0]

/-- The figure axis of the top in the body frame. -/
def axis3 : Fin 3 → ℝ := ![0, 0, 1]

/-- The inertia tensor of a symmetric top in its principal axes. -/
def inertia (A C : ℝ) : Mat3 := Matrix.diagonal ![A, A, C]
```

Q: An arbitrary matrix is not an orientation.

A: Hence the next predicate, which demands orthogonality and determinant one, so reflections are excluded.

```lean
/-- A proper rotation: an orthogonal matrix of determinant one. -/
def IsRotation (R : Mat3) : Prop := Rᵀ * R = 1 ∧ R.det = 1
```

The constant $c$ is called `spin`. It has nothing to do with quantum spin, and it is not the full angular velocity component along the figure axis, which is $m_2/C$.

```lean
/-- The rate `c` of the rotation about the figure axis, for nonzero `A` and `C`. -/
def spin (A C : ℝ) (L : Fin 3 → ℝ) (R0 : Mat3) : ℝ :=
  (L ⬝ᵥ R0 *ᵥ axis3) * (1 / C - 1 / A)

/-- The path `exp(t [L]/A) R0 exp(t c [e3])`, for nonzero `A` and `C`. -/
def topPath (A C : ℝ) (L : Fin 3 → ℝ) (R0 : Mat3) (t : ℝ) : Mat3 :=
  NormedSpace.exp (t • (A⁻¹ • hat L)) * R0 *
    NormedSpace.exp (t • (spin A C L R0 • hat axis3))

/-- The vector `Rᵀ L / A + c e3` along the path, for nonzero `A` and `C`. -/
def topVelocity (A C : ℝ) (L : Fin 3 → ℝ) (R0 : Mat3) (t : ℝ) : Fin 3 → ℝ :=
  A⁻¹ • ((topPath A C L R0 t)ᵀ *ᵥ L) + spin A C L R0 • axis3
```

Q: Where is the absence of torque? And do you need positive moments?

A: The angular momentum is the same vector `L` at every time, which is what zero external torque means. The theorems ask only that $A$ and $C$ be nonzero, so every top with positive moments is included. A linear molecule modelled as point masses on a line has $C=0$ and is not. What the hypotheses leave to you is the step from a molecule to a classical rigid body: a real one vibrates and stretches as it rotates, so its inertia tensor is not constant, and its free rotation has discrete energy levels, which a classical path does not show.

Q: Then take me through the proof. How does it know that the exponentials are rotations?

A: It starts with the fact that evolving forward and then backward gives the identity. Next comes $[L]R=R[R^TL]$. The inner claim `key` checks, entry by entry, that $R^T[Rv]R=(\det R)[v]$ for any matrix; setting $v=R^TL$ and using $\det R=1$ finishes it.

```lean
/-- Evolution forward and backward in time under a constant generator cancel. -/
theorem exp_mul_exp_neg (X : Mat3) (t : ℝ) :
    NormedSpace.exp (t • X) * NormedSpace.exp (t • -X) = 1 := by
  rw [smul_neg, ← Matrix.exp_add_of_commute _ _ (Commute.refl (t • X)).neg_right,
    add_neg_cancel, NormedSpace.exp_zero]

/-- A rotation turns the cross product with `L` in the space frame into the cross product
with `Rᵀ L` in the body frame. -/
theorem hat_rotate {R : Mat3} (hR : IsRotation R) (L : Fin 3 → ℝ) :
    hat L * R = R * hat (Rᵀ *ᵥ L) := by
  -- the triple product scales with the determinant
  have key : ∀ v, Rᵀ * hat (R *ᵥ v) * R = R.det • hat v := by
    intro v
    ext i j
    fin_cases i <;> fin_cases j <;>
      simp [hat, Matrix.mul_apply, mulVec, dotProduct, Fin.sum_univ_three,
        Matrix.det_fin_three] <;> ring
  have hR' : R * Rᵀ = 1 := mul_eq_one_comm.mp hR.1
  have h := key (Rᵀ *ᵥ L)
  rw [mulVec_mulVec, hR', one_mulVec, hR.2, one_smul] at h
  rw [← h, ← mul_assoc, ← mul_assoc, hR', one_mul]
```

Since $[v]^T=-[v]$, the transpose of the exponential is its inverse. For the determinant, the exponential is the square of a half rotation $E$, so its determinant is $(\det E)^2=\det(E^TE)=1$.

```lean
/-- The exponential of a cross-product matrix is a proper rotation. -/
theorem exp_isRotation (v : Fin 3 → ℝ) (s : ℝ) :
    IsRotation (NormedSpace.exp (s • hat v)) := by
  have orth : ∀ r : ℝ,
      (NormedSpace.exp (r • hat v))ᵀ * NormedSpace.exp (r • hat v) = 1 := by
    intro r
    have ht : (r • hat v)ᵀ = r • -hat v := by
      ext i j
      fin_cases i <;> fin_cases j <;> simp [hat]
    rw [← Matrix.exp_transpose, ht]
    exact mul_eq_one_comm.mp (exp_mul_exp_neg (hat v) r)
  refine ⟨orth s, ?_⟩
  -- the rotation is the square of the half rotation
  have hs : NormedSpace.exp (s • hat v) =
      NormedSpace.exp ((s / 2) • hat v) * NormedSpace.exp ((s / 2) • hat v) := by
    rw [← Matrix.exp_add_of_commute _ _ (Commute.refl ((s / 2) • hat v)), ← add_smul,
      add_halves]
  have hd := congrArg Matrix.det (orth (s / 2))
  rw [det_mul, det_transpose, det_one] at hd
  rw [hs, det_mul, hd]
```

Q: And that such a rotation fixes its own axis?

A: Now let $E=e^{s[v]}$. It commutes with $[v]$, which Lean reads off from two forms of the same derivative. Combined with `hat_rotate`, this gives $E[v]=E[E^Tv]$. Cancelling $E$ leaves $[v]=[E^Tv]$, and a vector can be recovered from its cross-product matrix. `axis_precession` then gives the motion of the figure axis and its constant component along $L$.

```lean
/-- The rotation generated by `v`, and its inverse, leave `v` fixed. -/
theorem exp_fixes_axis (v : Fin 3 → ℝ) (s : ℝ) :
    (NormedSpace.exp (s • hat v))ᵀ *ᵥ v = v ∧ NormedSpace.exp (s • hat v) *ᵥ v = v := by
  have hE := exp_isRotation v s
  have hc : hat v * NormedSpace.exp (s • hat v) = NormedSpace.exp (s • hat v) * hat v :=
    (hasDerivAt_exp_smul_const' (hat v) s).unique (hasDerivAt_exp_smul_const (hat v) s)
  have h := hat_rotate hE v
  rw [hc] at h
  have h2 := congrArg (fun M => (NormedSpace.exp (s • hat v))ᵀ * M) h
  simp only [← mul_assoc, hE.1, one_mul] at h2
  -- a vector can be read off from its cross-product matrix
  have inj : ∀ x y : Fin 3 → ℝ, hat x = hat y → x = y := by
    intro x y hxy
    ext i
    fin_cases i
    · simpa [hat] using congrFun (congrFun hxy 2) 1
    · simpa [hat] using congrFun (congrFun hxy 0) 2
    · simpa [hat] using congrFun (congrFun hxy 1) 0
  have h3 := (inj _ _ h2).symm
  refine ⟨h3, ?_⟩
  calc NormedSpace.exp (s • hat v) *ᵥ v
      = NormedSpace.exp (s • hat v) *ᵥ ((NormedSpace.exp (s • hat v))ᵀ *ᵥ v) := by rw [h3]
    _ = v := by rw [mulVec_mulVec, mul_eq_one_comm.mp hE.1, one_mulVec]

/-- Along the path the figure axis is carried by the rotation `exp(t [L]/A)` about `L`, and
its component along `L` is constant. -/
theorem axis_precession (A C : ℝ) (L : Fin 3 → ℝ) (R0 : Mat3) (t : ℝ) :
    topPath A C L R0 t *ᵥ axis3 =
      NormedSpace.exp (t • (A⁻¹ • hat L)) *ᵥ (R0 *ᵥ axis3) ∧
    L ⬝ᵥ topPath A C L R0 t *ᵥ axis3 = L ⬝ᵥ R0 *ᵥ axis3 := by
  have h : topPath A C L R0 t *ᵥ axis3 =
      NormedSpace.exp (t • (A⁻¹ • hat L)) *ᵥ (R0 *ᵥ axis3) := by
    rw [topPath, ← mulVec_mulVec, smul_smul t (spin A C L R0), (exp_fixes_axis axis3 _).2,
      ← mulVec_mulVec]
  refine ⟨h, ?_⟩
  rw [h, dotProduct_mulVec, ← mulVec_transpose, smul_smul, (exp_fixes_axis L _).1]
```

Q: So far this is kinematics. Where does the inertia tensor enter?

A: In `momentum_iff`, the equivalence between $RIw=L$ and the formula for $w$. Lean moves $R$ to the other side and compares the three components. `velocity_split` then rewrites $R[w]$ as a rotation about $L$ in space plus one about a body axis.

```lean
/-- For nonzero `A` and `C`, a top with orientation `R` has space angular momentum `L`
exactly when its body angular velocity is `Rᵀ L / A` plus a multiple of the figure axis
fixed by the component of `L` along that axis. -/
theorem momentum_iff {A C : ℝ} (hA : A ≠ 0) (hC : C ≠ 0) {R : Mat3} (hR : IsRotation R)
    (L w : Fin 3 → ℝ) :
    R *ᵥ (inertia A C *ᵥ w) = L ↔
      w = A⁻¹ • (Rᵀ *ᵥ L) + ((L ⬝ᵥ R *ᵥ axis3) * (1 / C - 1 / A)) • axis3 := by
  have hm : R *ᵥ (inertia A C *ᵥ w) = L ↔ inertia A C *ᵥ w = Rᵀ *ᵥ L :=
    ⟨fun h => by rw [← h, mulVec_mulVec _ Rᵀ, hR.1, one_mulVec],
     fun h => by rw [h, mulVec_mulVec, mul_eq_one_comm.mp hR.1, one_mulVec]⟩
  have h3 : L ⬝ᵥ R *ᵥ axis3 = (Rᵀ *ᵥ L) 2 := by
    simp [mulVec, dotProduct, Fin.sum_univ_three, axis3]
    ring
  rw [hm, h3]
  generalize Rᵀ *ᵥ L = m
  constructor
  · rintro rfl
    ext i
    fin_cases i
    · simp [inertia, axis3, mulVec_diagonal, hA]
    · simp [inertia, axis3, mulVec_diagonal, hA]
    · simp [inertia, axis3, mulVec_diagonal]
      linear_combination (-(w 2)) * mul_inv_cancel₀ hC
  · rintro rfl
    ext i
    simp only [inertia, mulVec_diagonal, Pi.add_apply, Pi.smul_apply, smul_eq_mul]
    fin_cases i
    · simp [axis3, hA]
    · simp [axis3, hA]
    · simp [axis3]
      linear_combination (m 2) * mul_inv_cancel₀ hC

/-- For a rotation `R`, the angular velocity `a Rᵀ L + c e` in the body frame is a rotation
about `L` in space combined with one about `e` in the body. -/
theorem velocity_split {R : Mat3} (hR : IsRotation R) (L e : Fin 3 → ℝ) (a c : ℝ) :
    R * hat (a • (Rᵀ *ᵥ L) + c • e) = (a • hat L) * R + R * (c • hat e) := by
  have hlin : ∀ x y : Fin 3 → ℝ, hat (a • x + c • y) = a • hat x + c • hat y := by
    intro x y
    ext i j
    fin_cases i <;> fin_cases j <;> simp [hat] <;> ring
  rw [hlin, mul_add, mul_smul_comm, ← hat_rotate hR, smul_mul_assoc]
```

The main theorem assembles these: the start at `R0`, the rotation property, the derivative and the angular momentum. The derivative comes from the product rule and `velocity_split`; the momentum comes from `momentum_iff` read backwards, with the constant component supplied by `axis_precession`.

```lean
/-- For nonzero `A` and `C` and a rotation `R0`, the path starts at `R0`, consists of
rotations, has body angular velocity `topVelocity`, and keeps the space angular momentum
equal to `L` at all times. -/
theorem topPath_solution {A C : ℝ} (hA : A ≠ 0) (hC : C ≠ 0) (L : Fin 3 → ℝ) {R0 : Mat3}
    (h0 : IsRotation R0) :
    topPath A C L R0 0 = R0 ∧ ∀ t, IsRotation (topPath A C L R0 t) ∧
      HasDerivAt (topPath A C L R0)
        (topPath A C L R0 t * hat (topVelocity A C L R0 t)) t ∧
      topPath A C L R0 t *ᵥ (inertia A C *ᵥ topVelocity A C L R0 t) = L := by
  refine ⟨by simp [topPath], fun t => ?_⟩
  have hmul : ∀ P Q : Mat3, IsRotation P → IsRotation Q → IsRotation (P * Q) := by
    intro P Q hP hQ
    refine ⟨?_, by rw [det_mul, hP.2, hQ.2, one_mul]⟩
    rw [transpose_mul, mul_assoc, ← mul_assoc Pᵀ, hP.1, one_mul, hQ.1]
  have hR : IsRotation (topPath A C L R0 t) := by
    rw [topPath, smul_smul, smul_smul]
    exact hmul _ _ (hmul _ _ (exp_isRotation L _) h0) (exp_isRotation axis3 _)
  refine ⟨hR, ?_, ?_⟩
  · -- product rule for the two exponentials
    have hd := ((hasDerivAt_exp_smul_const' (A⁻¹ • hat L) t).mul_const R0).fun_mul
      (hasDerivAt_exp_smul_const (spin A C L R0 • hat axis3) t)
    refine hd.congr_deriv ?_
    rw [topVelocity, velocity_split hR]
    simp only [topPath, mul_assoc]
    rfl
  · refine (momentum_iff hA hC hR L _).mpr ?_
    rw [(axis_precession A C L R0 t).2]
    rfl
```

Q: That shows your path is a solution. My molecule might follow another one.

A: It can't, if it starts from the same orientation with the same $L$. Take any differentiable path of rotations $S(t)$ with body angular velocity $w$ and $SIw=L$ at all times. Then

$$\frac{d}{dt}(L\cdot Se_3)=S^TL\cdot(w\times e_3)=(Aw_0)w_1-(Aw_1)w_0=0,$$

where the equality of the two transverse moments gives the cancellation. So $c$ is constant, and $S'=XS+SY$ with the constant matrices $X=[L]/A$ and $Y=c[e_3]$. The product $e^{-tX}Se^{-tY}$ has derivative

$$e^{-tX}(-XS+XS+SY-SY)e^{-tY}=0,$$

so it equals $S(0)$, and $S(t)=e^{tX}S(0)e^{tY}$. `flow_unique` is this last argument.

```lean
/-- A matrix path with `S' = X S + S Y` for constant `X` and `Y` is
`exp(t X) S(0) exp(t Y)`. -/
theorem flow_unique {S : ℝ → Mat3} {X Y : Mat3}
    (h : ∀ t, HasDerivAt S (X * S t + S t * Y) t) (t : ℝ) :
    S t = NormedSpace.exp (t • X) * S 0 * NormedSpace.exp (t • Y) := by
  have alg : ∀ E M F : Mat3,
      (E * (-X) * M + E * (X * M + M * Y)) * F + E * M * ((-Y) * F) = 0 := by
    intro E M F
    noncomm_ring
  -- undoing both exponentials leaves a constant matrix
  let Q : ℝ → Mat3 := fun u =>
    NormedSpace.exp (u • -X) * S u * NormedSpace.exp (u • -Y)
  have hQ : ∀ u, HasDerivAt Q 0 u := fun u =>
    (((hasDerivAt_exp_smul_const (-X) u).fun_mul (h u)).fun_mul
      (hasDerivAt_exp_smul_const' (-Y) u)).congr_deriv (alg _ _ _)
  have hc : Q t = Q 0 := is_const_of_deriv_eq_zero
    (fun u => (hQ u).differentiableAt) (fun u => (hQ u).deriv) t 0
  have hQ0 : Q 0 = S 0 := by simp [Q]
  calc S t = (NormedSpace.exp (t • X) * NormedSpace.exp (t • -X)) * S t *
        (NormedSpace.exp (t • -Y) * NormedSpace.exp (t • Y)) := by
        rw [exp_mul_exp_neg, mul_eq_one_comm.mp (exp_mul_exp_neg Y t), one_mul, mul_one]
    _ = NormedSpace.exp (t • X) * Q t * NormedSpace.exp (t • Y) := by
        simp only [Q, mul_assoc]
    _ = _ := by rw [hc, hQ0]
```

In `topPath_unique`, the linear map `φ` extracts $L\cdot Se_3$, `hg` shows that its derivative vanishes, and `hw` puts the constant $c$ into the velocity. No differentiability of `w` is assumed.

```lean
/-- For nonzero `A` and `C`, every path of rotations with body angular velocity `w` and
constant space angular momentum `L` is the explicit path from its initial orientation. -/
theorem topPath_unique {A C : ℝ} (hA : A ≠ 0) (hC : C ≠ 0) {L : Fin 3 → ℝ}
    {S : ℝ → Mat3} {w : ℝ → Fin 3 → ℝ} (hS : ∀ t, IsRotation (S t))
    (hd : ∀ t, HasDerivAt S (S t * hat (w t)) t)
    (hL : ∀ t, S t *ᵥ (inertia A C *ᵥ w t) = L) (t : ℝ) :
    S t = topPath A C L (S 0) t := by
  let φ : Mat3 →ₗ[ℝ] ℝ :=
    { toFun := fun M => L ⬝ᵥ M *ᵥ axis3
      map_add' := fun M N => by
        simp [mulVec, dotProduct, Fin.sum_univ_three, axis3]
        ring
      map_smul' := fun r M => by
        simp [mulVec, dotProduct, Fin.sum_univ_three, axis3]
        ring }
  -- the component of L along the figure axis is conserved
  have hg : ∀ u, HasDerivAt (fun s => φ (S s)) 0 u := by
    intro u
    have h := φ.toContinuousLinearMap.hasFDerivAt.comp_hasDerivAt u (hd u)
    refine h.congr_deriv ?_
    change L ⬝ᵥ (S u * hat (w u)) *ᵥ axis3 = 0
    have hm : (S u)ᵀ *ᵥ L = inertia A C *ᵥ w u := by
      rw [← hL u, mulVec_mulVec _ (S u)ᵀ, (hS u).1, one_mulVec]
    have hx : hat (w u) *ᵥ axis3 = ![w u 1, -w u 0, 0] := by
      ext i
      fin_cases i <;> simp [hat, axis3, mulVec, dotProduct, Fin.sum_univ_three]
    rw [← mulVec_mulVec, dotProduct_mulVec, ← mulVec_transpose, hm, hx]
    simp [inertia, mulVec_diagonal, dotProduct, Fin.sum_univ_three]
    ring
  have hconst : ∀ u, L ⬝ᵥ S u *ᵥ axis3 = L ⬝ᵥ S 0 *ᵥ axis3 := fun u =>
    is_const_of_deriv_eq_zero (fun s => (hg s).differentiableAt)
      (fun s => (hg s).deriv) u 0
  -- hence the motion obeys a linear equation with constant coefficients
  have hw : ∀ u, w u = A⁻¹ • ((S u)ᵀ *ᵥ L) + spin A C L (S 0) • axis3 := by
    intro u
    have h := (momentum_iff hA hC (hS u) L (w u)).mp (hL u)
    rw [hconst u] at h
    exact h
  exact flow_unique (fun u => (hd u).congr_deriv (by
    rw [hw u, velocity_split (hS u)])) t

end

end FreeSymmetricTop
```

```lean
#print axioms FreeSymmetricTop.momentum_iff
-- 'FreeSymmetricTop.momentum_iff' depends on axioms: [propext, Classical.choice, Quot.sound]
#print axioms FreeSymmetricTop.topPath_solution
-- 'FreeSymmetricTop.topPath_solution' depends on axioms: [propext, Classical.choice, Quot.sound]
#print axioms FreeSymmetricTop.topPath_unique
-- 'FreeSymmetricTop.topPath_unique' depends on axioms: [propext, Classical.choice, Quot.sound]
```

Q: I would have started from Euler's equations, $Iw'=(Iw)\times w$.

A: That is another sound model. You would prescribe $R_0$ and $w(0)$, set $L=R_0Iw(0)$, and derive the conservation of $L$ instead of assuming it. The velocity would then have to be differentiable from the outset. The path would be the same.

Q: What does a simulation do with the formula?

A: In molecular dynamics of rigid symmetric-top molecules, it can serve as the free-rotation part of a step, with torques changing $L$ between such parts. Take a flat top with $A=1$, $C=2$, $R_0=1$ and $L=(3,0,4)$ in consistent units. Then $c=4(1/2-1)=-2$ and $|L|/A=5$. For a step $h$, the program multiplies the orientation on the left by a rotation through $5h$ about $L/|L|=(3/5,0,4/5)$, and on the right by one through $-2h$ about $e_3$. The initial body velocity is $L/A+c\,e_3=(3,0,2)$, and $I$ takes it back to $(3,0,4)$. Each rotation matrix follows from its unit axis $n$ and angle $\theta$ by

$$e^{\theta[n]}=1+\sin\theta\,[n]+(1-\cos\theta)[n]^2,$$

a standard formula that I am quoting, since the Lean proof never needs it.
